# The parabolic wall in the potential inverted from a finite Gaussian orbital

Atomic units are used throughout, and r is the distance from a single centre. The index i runs over a finite set, the type `ι` in Lean. The coefficients cᵢ and exponents aᵢ are real; Gaussian basis sets have all aᵢ > 0, but the proofs do not need this.

```lean
import Mathlib

open Filter Topology

namespace GaussianInversion

noncomputable section

variable {ι : Type*} [Fintype ι]
```

The orbital is a sum of s-type Gaussians on that centre:

f(r) = ∑ᵢ cᵢ exp(−aᵢ r²)

```lean
/-- A radial orbital expanded in finitely many Gaussians `exp (-a i r²)` with
coefficients `c i`. -/
def gaussianOrbital (c a : ι → ℝ) (r : ℝ) : ℝ :=
  ∑ i, c i * Real.exp (-(a i * r ^ 2))
```

For an orbital energy ε, the inverted potential is

v(r) = ε + (f″(r) + 2f′(r)/r) / (2f(r)), for r ≠ 0 and f(r) ≠ 0.

In Lean, `deriv` is the true derivative, not a finite difference. Multiplying f by a nonzero constant leaves v unchanged, so normalisation plays no role. If all aᵢ > 0, f has no nodes, and one electron or a spin-paired pair occupies it, then v is the Kohn-Sham potential of the resulting density. The density determines this potential only up to an additive constant, which the choice of ε fixes.

```lean
/-- The potential (atomic units) obtained by inverting the radial Schrödinger equation for the
orbital `f` with energy `ε`; it has this meaning where `r ≠ 0`, `f r ≠ 0` and `f` is twice
differentiable. -/
def invertedPotential (f : ℝ → ℝ) (ε r : ℝ) : ℝ :=
  ε + (deriv (deriv f) r + 2 / r * deriv f r) / (2 * f r)
```

## (a) Inverting the radial equation

Show that at a point with r ≠ 0 and f(r) ≠ 0, a number w satisfies the s-wave Schrödinger equation, multiplied by r,

−(r f″ + 2f′)/2 + r w f = r ε f

exactly when w = v(r).

Clearing denominators in the definition of v gives

2 r f (v − ε) = r f″ + 2f′.

Inserted into the Schrödinger equation, this turns it into r f (w − ε) = r f (v − ε). Since r f ≠ 0, that is equivalent to w = v.

The first identity is `key` in the proof, and `mul_left_cancel₀` cancels r f. The statement allows any function f; it has its physical meaning where f is twice differentiable, as every Gaussian expansion is.

```lean
/-- Away from the origin and from nodes of `f`, a potential value `w` satisfies the s-wave
Schrödinger equation (multiplied by `r`) exactly when it is the inverted potential. -/
theorem schrodinger_iff (f : ℝ → ℝ) (ε w : ℝ) {r : ℝ} (hr : r ≠ 0) (hf : f r ≠ 0) :
    -(r * deriv (deriv f) r + 2 * deriv f r) / 2 + r * w * f r = r * ε * f r ↔
      w = invertedPotential f ε r := by
  have key : 2 * r * f r * (invertedPotential f ε r - ε)
      = r * deriv (deriv f) r + 2 * deriv f r := by
    unfold invertedPotential
    rw [add_sub_cancel_left]
    field_simp
  constructor
  · intro h
    apply mul_left_cancel₀ (mul_ne_zero hr hf)
    linear_combination h - key / 2
  · intro h
    rw [h]
    linear_combination key / 2
```

## (b) Slope of one Gaussian

Show that for every real b

d/dr exp(−b r²) = −2 b r exp(−b r²).

The exponent −b r² has derivative −2br, and the chain rule multiplies this by the exponential. `HasDerivAt` says that the function is differentiable at r with the stated derivative; `hg.exp` is the chain rule.

```lean
/-- The radial derivative of a single Gaussian. -/
theorem hasDerivAt_gaussian (b r : ℝ) :
    HasDerivAt (fun x : ℝ => Real.exp (-(b * x ^ 2)))
      (Real.exp (-(b * r ^ 2)) * (-(2 * b * r))) r := by
  have h := ((hasDerivAt_pow 2 r).const_mul b).fun_neg
  have hg : HasDerivAt (fun x : ℝ => -(b * x ^ 2)) (-(2 * b * r)) r :=
    h.congr_deriv (by norm_num; ring)
  exact hg.exp
```

## (c) Slope of the orbital

Show that

f′(r) = ∑ᵢ (−2 aᵢ cᵢ r) exp(−aᵢ r²).

Multiply (b), with b = aᵢ, by cᵢ and add the finitely many terms. In Lean these two steps are `const_mul` and `HasDerivAt.fun_sum`.

```lean
/-- The first radial derivative of the Gaussian expansion. -/
theorem hasDerivAt_orbital (c a : ι → ℝ) (r : ℝ) :
    HasDerivAt (gaussianOrbital c a)
      (∑ i, -2 * a i * c i * r * Real.exp (-(a i * r ^ 2))) r := by
  have h : ∀ i, HasDerivAt (fun x : ℝ => c i * Real.exp (-(a i * x ^ 2)))
      (-2 * a i * c i * r * Real.exp (-(a i * r ^ 2))) r := fun i =>
    ((hasDerivAt_gaussian (a i) r).const_mul (c i)).congr_deriv (by ring)
  exact HasDerivAt.fun_sum (fun i _ => h i)
```

## (d) Second derivative of the orbital

Show that

f″(r) = ∑ᵢ cᵢ (4aᵢ² r² − 2aᵢ) exp(−aᵢ r²).

The product rule applied to one term of (c) gives

−2aᵢcᵢ exp(−aᵢ r²) + (−2aᵢcᵢ r)(−2aᵢ r) exp(−aᵢ r²),

which is the corresponding term of the target. The proof first uses (c) at every point to replace f′ by its formula (`h1`), then applies the product rule through `fun_mul`.

```lean
/-- The second radial derivative of the Gaussian expansion. -/
theorem deriv_deriv_orbital (c a : ι → ℝ) (r : ℝ) :
    deriv (deriv (gaussianOrbital c a)) r
      = ∑ i, c i * (4 * a i ^ 2 * r ^ 2 - 2 * a i) * Real.exp (-(a i * r ^ 2)) := by
  have h1 : deriv (gaussianOrbital c a)
      = fun x => ∑ i, -2 * a i * c i * x * Real.exp (-(a i * x ^ 2)) :=
    funext fun x => (hasDerivAt_orbital c a x).deriv
  have h : ∀ i, HasDerivAt (fun x : ℝ => -2 * a i * c i * x * Real.exp (-(a i * x ^ 2)))
      (c i * (4 * a i ^ 2 * r ^ 2 - 2 * a i) * Real.exp (-(a i * r ^ 2))) r := fun i =>
    (((hasDerivAt_id' r).const_mul (-2 * a i * c i)).fun_mul
      (hasDerivAt_gaussian (a i) r)).congr_deriv (by ring)
  rw [h1]
  exact (HasDerivAt.fun_sum (fun i _ => h i)).deriv
```

## (e) The potential times the orbital

Show that where r ≠ 0 and f(r) ≠ 0,

(v(r) − ε) f(r) = ∑ᵢ cᵢ (2aᵢ² r² − 3aᵢ) exp(−aᵢ r²).

By (c), 2f′/r contributes −4aᵢcᵢ exp(−aᵢ r²) for each i. Adding (d),

f″ + 2f′/r = ∑ᵢ cᵢ (4aᵢ² r² − 6aᵢ) exp(−aᵢ r²).

The left side equals 2(v − ε)f by definition, so halving gives the result. The sum is evaluated in `h3`; the last rewrites cancel the factor 2 and the orbital.

```lean
/-- Away from the origin and from nodes, the inverted potential measured from `ε`, times the
orbital, is the sum of the terms `c i exp (-a i r²)`, each multiplied by its own oscillator
potential `2 a² r² - 3 a`. -/
theorem potential_mul_orbital (c a : ι → ℝ) (ε : ℝ) {r : ℝ} (hr : r ≠ 0)
    (hf : gaussianOrbital c a r ≠ 0) :
    (invertedPotential (gaussianOrbital c a) ε r - ε) * gaussianOrbital c a r
      = ∑ i, c i * (2 * a i ^ 2 * r ^ 2 - 3 * a i) * Real.exp (-(a i * r ^ 2)) := by
  have h3 : (∑ i, c i * (4 * a i ^ 2 * r ^ 2 - 2 * a i) * Real.exp (-(a i * r ^ 2)))
      + 2 / r * (∑ i, -2 * a i * c i * r * Real.exp (-(a i * r ^ 2)))
      = 2 * ∑ i, c i * (2 * a i ^ 2 * r ^ 2 - 3 * a i) * Real.exp (-(a i * r ^ 2)) := by
    rw [Finset.mul_sum, Finset.mul_sum, ← Finset.sum_add_distrib]
    refine Finset.sum_congr rfl fun i _ => ?_
    have e : 2 / r * r = 2 := div_mul_cancel₀ 2 hr
    linear_combination (-2 * a i * c i * Real.exp (-(a i * r ^ 2))) * e
  unfold invertedPotential
  rw [deriv_deriv_orbital, (hasDerivAt_orbital c a r).deriv, h3, add_sub_cancel_left,
    mul_div_mul_left _ _ (two_ne_zero : (2 : ℝ) ≠ 0), div_mul_cancel₀ _ hf]
```

## (f) A Gaussian against a quadratic

Show that for d > 0 and real p, q

(p r² + q) exp(−d r²) → 0 as r → ∞.

Put x = d r², which tends to infinity. The expression becomes

(p/d) x exp(−x) + q exp(−x),

and both terms vanish in the limit. `h1` and `h0` are the limits of x exp(−x) and exp(−x), composed with x = d r². In the statement, `atTop` stands for r → ∞ and `𝓝 0` for convergence to 0.

```lean
/-- A decaying Gaussian suppresses any quadratic polynomial `p r² + q` at large distance. -/
theorem quadratic_mul_gaussian_tendsto (p q : ℝ) {d : ℝ} (hd : 0 < d) :
    Tendsto (fun r : ℝ => (p * r ^ 2 + q) * Real.exp (-(d * r ^ 2))) atTop (𝓝 0) := by
  have hx : Tendsto (fun r : ℝ => d * r ^ 2) atTop atTop :=
    (tendsto_pow_atTop two_ne_zero).const_mul_atTop hd
  have h1 := (Real.tendsto_pow_mul_exp_neg_atTop_nhds_zero 1).comp hx
  have h0 := (Real.tendsto_pow_mul_exp_neg_atTop_nhds_zero 0).comp hx
  have h := (h1.const_mul (p / d)).add (h0.const_mul q)
  simp only [mul_zero, add_zero] at h
  refine h.congr fun r => ?_
  simp only [Function.comp_apply, pow_one, pow_zero]
  have e : p / d * d = p := div_mul_cancel₀ p hd.ne'
  linear_combination (r ^ 2 * Real.exp (-(d * r ^ 2))) * e
```

## (g) The potential at large distance

Let one Gaussian k have cₖ ≠ 0 and an exponent strictly below all others. Show that

v(r) − (ε + 2aₖ² r² − 3aₖ) → 0 as r → ∞.

Divide the orbital by its most diffuse Gaussian:

D(r) = f(r) exp(aₖ r²) = ∑ᵢ cᵢ exp(−(aᵢ − aₖ) r²).

The term i = k is cₖ and the others vanish by (f), so D(r) → cₖ. Hence f has no nodes beyond some radius, and there (e) applies. Subtracting (2aₖ² r² − 3aₖ) f from (e) and dividing by exp(−aₖ r²) gives

[v − (ε + 2aₖ² r² − 3aₖ)] D = N,

N(r) = ∑ᵢ cᵢ [2(aᵢ² − aₖ²) r² − 3(aᵢ − aₖ)] exp(−(aᵢ − aₖ) r²).

In N the term i = k is zero and the others vanish by (f). Therefore N/D → 0/cₖ = 0.

For aₖ > 0 the limiting form is an isotropic harmonic oscillator of frequency 2aₖ, shifted so that its ground-state energy is ε.

The limits of D and N are `hden` and `hnum`. `filter_upwards` restricts to r > 0 with D ≠ 0, and `hf` and `hN` are the two factorisations.

```lean
/-- If one Gaussian `k` has a nonzero coefficient and a strictly smaller exponent than all
others, the inverted potential approaches `ε + 2 (a k)² r² - 3 a k` at large distance. -/
theorem potential_sub_oscillator_tendsto (c a : ι → ℝ) (ε : ℝ) (k : ι) (hc : c k ≠ 0)
    (hk : ∀ i, i ≠ k → a k < a i) :
    Tendsto (fun r => invertedPotential (gaussianOrbital c a) ε r
      - (ε + 2 * a k ^ 2 * r ^ 2 - 3 * a k)) atTop (𝓝 0) := by
  classical
  -- the orbital divided by its most diffuse Gaussian tends to `c k`
  have hden : Tendsto (fun r : ℝ => ∑ i, c i * Real.exp (-((a i - a k) * r ^ 2)))
      atTop (𝓝 (∑ i, if i = k then c k else 0)) := by
    refine tendsto_finsetSum _ fun i _ => ?_
    by_cases h : i = k
    · simp [h]
    · rw [if_neg h]
      exact (quadratic_mul_gaussian_tendsto 0 (c i) (sub_pos.2 (hk i h))).congr
        fun r => by ring
  have hs : (∑ i, if i = k then c k else 0) = c k := by simp
  rw [hs] at hden
  -- the deviation times that quotient involves only the tighter Gaussians and tends to 0
  have hnum : Tendsto (fun r : ℝ => ∑ i, (c i * (2 * (a i ^ 2 - a k ^ 2)) * r ^ 2
      + c i * (-3 * (a i - a k))) * Real.exp (-((a i - a k) * r ^ 2)))
      atTop (𝓝 (∑ _i : ι, (0 : ℝ))) := by
    refine tendsto_finsetSum _ fun i _ => ?_
    by_cases h : i = k
    · simp [h]
    · exact quadratic_mul_gaussian_tendsto _ _ (sub_pos.2 (hk i h))
  have hq := hnum.div hden hc
  rw [Finset.sum_const_zero, zero_div] at hq
  refine hq.congr' ?_
  filter_upwards [eventually_gt_atTop (0 : ℝ), hden.eventually_ne hc] with r hr hD
  have hexp : ∀ i, Real.exp (-(a i * r ^ 2))
      = Real.exp (-(a k * r ^ 2)) * Real.exp (-((a i - a k) * r ^ 2)) := fun i => by
    rw [← Real.exp_add]
    congr 1
    ring
  have hf : gaussianOrbital c a r = Real.exp (-(a k * r ^ 2))
      * ∑ i, c i * Real.exp (-((a i - a k) * r ^ 2)) := by
    unfold gaussianOrbital
    rw [Finset.mul_sum]
    refine Finset.sum_congr rfl fun i _ => ?_
    rw [hexp i]
    ring
  have hf0 : gaussianOrbital c a r ≠ 0 := by
    rw [hf]
    exact mul_ne_zero (Real.exp_ne_zero _) hD
  have key := potential_mul_orbital c a ε hr.ne' hf0
  have hN : Real.exp (-(a k * r ^ 2)) * (∑ i, (c i * (2 * (a i ^ 2 - a k ^ 2)) * r ^ 2
      + c i * (-3 * (a i - a k))) * Real.exp (-((a i - a k) * r ^ 2)))
      = (∑ i, c i * (2 * a i ^ 2 * r ^ 2 - 3 * a i) * Real.exp (-(a i * r ^ 2)))
        - (2 * a k ^ 2 * r ^ 2 - 3 * a k) * gaussianOrbital c a r := by
    unfold gaussianOrbital
    rw [Finset.mul_sum, Finset.mul_sum, ← Finset.sum_sub_distrib]
    refine Finset.sum_congr rfl fun i _ => ?_
    rw [hexp i]
    ring
  refine (div_eq_iff hD).2 (mul_left_cancel₀ (Real.exp_ne_zero (-(a k * r ^ 2))) ?_)
  rw [hN, ← key]
  linear_combination (invertedPotential (gaussianOrbital c a) ε r - ε
    - (2 * a k ^ 2 * r ^ 2 - 3 * a k)) * hf
```

## (h) The coefficient of the wall

For a nonempty expansion with nonzero coefficients of any sign and distinct exponents, show that

v(r)/r² → 2 (minᵢ aᵢ)² as r → ∞.

Let k be the index of the smallest exponent. It is unique because the exponents are distinct, so (g) applies. For r > 0,

v/r² = [v − (ε + 2aₖ² r² − 3aₖ)]/r² + (ε − 3aₖ)/r² + 2aₖ².

The first two terms tend to zero. In Lean, `Function.Injective a` says that the exponents are distinct, and `⨅ i, a i` is their infimum, which `hmin` identifies with aₖ.

For positive exponents, the formula requires that the most diffuse Gaussian survive in the sum. With exponents 1, 1, 2 and coefficients 1, −1, 1, the first two terms cancel and f = exp(−2r²), so v/r² → 8, whereas the formula would give 2. Exponents 1, 2 with coefficients 0, 1 fail in the same way.

If a density comes from one nodeless orbital, and that orbital is a finite sum of s-type Gaussians with distinct positive exponents and nonzero coefficients on one centre, exact Kohn-Sham inversion thus returns a confining wall, even if the potential being sought levels off at infinity. The limit does not tell at what radius the wall becomes noticeable.

```lean
/-- For a nonempty finite Gaussian expansion with nonzero coefficients and distinct exponents, the
inverted potential divided by `r²` tends to twice the square of the smallest exponent. -/
theorem parabolic_wall [Nonempty ι] (c a : ι → ℝ) (ε : ℝ) (hc : ∀ i, c i ≠ 0)
    (ha : Function.Injective a) :
    Tendsto (fun r => invertedPotential (gaussianOrbital c a) ε r / r ^ 2) atTop
      (𝓝 (2 * (⨅ i, a i) ^ 2)) := by
  obtain ⟨k, hk⟩ := Finite.exists_min a
  have hmin : (⨅ i, a i) = a k :=
    le_antisymm (ciInf_le (Set.finite_range a).bddBelow k) (le_ciInf hk)
  rw [hmin]
  have hasymp := potential_sub_oscillator_tendsto c a ε k (hc k)
    fun i hi => lt_of_le_of_ne (hk i) fun h => hi (ha h.symm)
  have hinv : Tendsto (fun r : ℝ => (r ^ 2)⁻¹) atTop (𝓝 0) :=
    tendsto_inv_atTop_zero.comp (tendsto_pow_atTop two_ne_zero)
  -- after division by `r²` only the parabola survives
  have h := ((hasymp.mul hinv).add (hinv.const_mul (ε - 3 * a k))).add_const (2 * a k ^ 2)
  simp only [mul_zero, zero_add] at h
  refine h.congr' ?_
  filter_upwards [eventually_gt_atTop (0 : ℝ)] with r hr
  have e : r ^ 2 * (r ^ 2)⁻¹ = 1 := mul_inv_cancel₀ (pow_ne_zero 2 hr.ne')
  rw [div_eq_mul_inv]
  linear_combination (-2 * a k ^ 2) * e

end

end GaussianInversion
```

```lean
#print axioms GaussianInversion.schrodinger_iff
#print axioms GaussianInversion.parabolic_wall
```

```
'GaussianInversion.schrodinger_iff' depends on axioms: [propext, Classical.choice, Quot.sound]
'GaussianInversion.parabolic_wall' depends on axioms: [propext, Classical.choice, Quot.sound]
```
